# Image-dipole energy at a perfect conductor and \(C_3=\langle r^2\rangle/12\) for an isotropic one-electron atom

Place a nucleus of charge \(+1\) at height \(Z>0\) above a perfect conductor, and an electron at displacement \(s\,d\) from it. As \(s\to0\), their image energy \(U\), in atomic units, satisfies

\[
\frac{U(s)}{s^2}\longrightarrow-\frac{d_0^2+d_1^2+2d_2^2}{16Z^3}.
\]

Component 2 is normal to the surface; the code's comments number the components from 1 to 3. The letter \(Z\) is a height, not a nuclear charge. Averaging the coefficient of \(-1/Z^3\) over electron displacements \(r\) with \(\langle r_2^2\rangle=\langle r^2\rangle/3\) gives \(C_3=\langle r^2\rangle/12\). This coefficient describes the long-range attraction in physisorption, here for one electron and a conductor that responds instantaneously, with retardation neglected.

## From image charges to the surface coefficient

Take any charges \(q_i\) with \(\sum_i q_i=0\), at displacements \(s\,d_i\) from a centre at height \(Z\). In atomic units,

\[
U=-\frac12\sum_{i,j}\frac{q_iq_j}{R_{ij}},\qquad
R_{ij}=\sqrt{s^2p_{ij}+(c+s b_{ij})^2},
\]

where \(R_{ij}\) is the distance from charge \(i\) to the image of charge \(j\), \(c=2Z\), \(b_{ij}=d_{i2}+d_{j2}\) and \(p_{ij}=(d_{i0}-d_{j0})^2+(d_{i1}-d_{j1})^2\). The factor \(\tfrac12\) appears because the images are induced by the charges themselves.

Drop the pair indices. Putting the terms over a common denominator and multiplying above and below by \(c^2+(c-sb)R\) gives

\[
\frac1R-\frac1c+\frac{sb}{c^2}
=\frac{c^2-(c-sb)R}{c^2R}
=\frac{s^2\left[(2b^2-p)c^2+2cbps-b^2(p+b^2)s^2\right]}{c^2R\left[c^2+(c-sb)R\right]}.
\]

Divide by \(s^2\) and let \(s\to0\), so that \(R\to c\). The limit is \((2b^2-p)/(2c^3)\), with \(2c^3=16Z^3\).

Neutrality removes every term that splits into one-particle parts:

\[
\sum_{i,j}q_iq_j(f_i+f_j)=2\Big(\sum_i q_i\Big)\Big(\sum_j q_jf_j\Big)=0 .
\]

Orders zero and one have this form. At second order,

\[
2b_{ij}^2-p_{ij}=f_i+f_j+2d_{i0}d_{j0}+2d_{i1}d_{j1}+4d_{i2}d_{j2},
\]

with \(f_i=2d_{i2}^2-d_{i0}^2-d_{i1}^2\). The products sum to squares of the dipole \(D=\sum_iq_id_i\), so

\[
\frac{U}{s^2}\to-\frac12\,\frac{2D_0^2+2D_1^2+4D_2^2}{16Z^3}
=-\frac{D_0^2+D_1^2+2D_2^2}{16Z^3}.
\]

For the nucleus and electron, \(D=-d\), which gives the opening limit.

Stretching all positions by a factor divides \(U\) by that factor. A system of fixed size at height \(Z\) is a system of size \(1/Z\) at height 1, stretched by \(Z\). Hence \(Z^3U\to-(D_0^2+D_1^2+2D_2^2)/16\) as \(Z\to\infty\). Finally,

\[
\frac{\langle r_0^2+r_1^2+2r_2^2\rangle}{16}
=\frac{\langle r^2\rangle+\langle r^2\rangle/3}{16}=\frac{\langle r^2\rangle}{12}.
\]

## Charges, images and energies in Lean

The finite type `ι` labels the particles.

```lean
import Mathlib

open Filter Topology MeasureTheory

namespace ImageDipole

noncomputable section

variable {ι : Type*} [Fintype ι]
```

The surface is the plane where component 2 vanishes, so reflection turns the difference of normal coordinates into a sum.

```lean
/-- Distance from a charge at `r` to the mirror image of a charge at `r'`, the conductor
surface being the plane where the third coordinate vanishes. -/
def imageDist (r r' : Fin 3 → ℝ) : ℝ :=
  √((r 0 - r' 0) ^ 2 + (r 1 - r' 1) ^ 2 + (r 2 + r' 2) ^ 2)
```

The energy includes each charge's attraction to its own image. It leaves out the direct Coulomb energy among the real charges, and its physical reading requires them all to lie above the surface.

```lean
/-- Image energy (atomic units) of charges `q i` at points `r i` strictly above the conductor:
half the Coulomb energy between the charges and their opposite mirror charges. -/
def imageEnergy (q : ι → ℝ) (r : ι → Fin 3 → ℝ) : ℝ :=
  -(1 / 2) * ∑ i, ∑ j, q i * q j / imageDist (r i) (r j)
```

The next definitions place the charges and form \(D\) at \(s=1\). `surfaceCoeff` is the coefficient of \(-1/Z^3\).

```lean
/-- Positions of particles displaced by `s • d i` from a centre at height `Z`. -/
def placed (Z s : ℝ) (d : ι → Fin 3 → ℝ) : ι → Fin 3 → ℝ :=
  fun i => ![s * d i 0, s * d i 1, Z + s * d i 2]

/-- The dipole moment of charges `q i` at displacements `d i`. -/
def dipole (q : ι → ℝ) (d : ι → Fin 3 → ℝ) : Fin 3 → ℝ :=
  fun k => ∑ i, q i * d i k

/-- The coefficient `(D₁² + D₂² + 2 D₃²) / 16` belonging to a dipole `D`, with the third axis
normal to the surface. -/
def surfaceCoeff (D : Fin 3 → ℝ) : ℝ := (D 0 ^ 2 + D 1 ^ 2 + 2 * D 2 ^ 2) / 16
```

The one-electron energy is written out separately and matched to the image sum below.

```lean
/-- The explicit image energy of a unit nucleus at height `Z > 0` and an electron displaced from
it by `s • d`, for an electron above the surface, `Z + s d₃ > 0`. -/
def atomEnergy (Z : ℝ) (d : Fin 3 → ℝ) (s : ℝ) : ℝ :=
  1 / 2 * (-1 / (2 * Z) - 1 / (2 * Z + 2 * s * d 2)
    + 2 / √(s ^ 2 * (d 0 ^ 2 + d 1 ^ 2) + (2 * Z + s * d 2) ^ 2))
```

## Expansion and neutrality

The first lemma puts the distance in the form \(R_{ij}\).

```lean
omit [Fintype ι] in
/-- The distance between one displaced particle and the image of another, in terms of their
displacements. -/
theorem imageDist_placed (Z s : ℝ) (d : ι → Fin 3 → ℝ) (i j : ι) :
    imageDist (placed Z s d i) (placed Z s d j) =
      √(s ^ 2 * ((d i 0 - d j 0) ^ 2 + (d i 1 - d j 1) ^ 2)
        + (2 * Z + s * (d i 2 + d j 2)) ^ 2) := by
  change √((s * d i 0 - s * d j 0) ^ 2 + (s * d i 1 - s * d j 1) ^ 2
    + ((Z + s * d i 2) + (Z + s * d j 2)) ^ 2) = _
  congr 1
  ring
```

The expansion follows the rationalisation above. `hN` and `hD` give continuity of the numerator and denominator, `hD0` shows that the denominator is nonzero at \(s=0\), and the final `linear_combination` checks the quotient identity using \(R^2\). The filter `𝓝[≠] 0` means \(s\to0\) with \(s\ne0\).

```lean
/-- Second-order expansion of an inverse distance: `c > 0` is the unperturbed distance, `s b` the
change along it and `s² p` the squared transverse separation. -/
theorem inv_dist_expansion {c : ℝ} (hc : 0 < c) (p b : ℝ) :
    Tendsto (fun s : ℝ => (1 / √(s ^ 2 * p + (c + s * b) ^ 2) - 1 / c + s * b / c ^ 2) / s ^ 2)
      (𝓝[≠] 0) (𝓝 ((2 * b ^ 2 - p) / (2 * c ^ 3))) := by
  obtain ⟨R, hR⟩ : ∃ R : ℝ → ℝ, ∀ s, R s = √(s ^ 2 * p + (c + s * b) ^ 2) :=
    ⟨_, fun _ => rfl⟩
  have hRc : Continuous R := by
    rw [funext hR]
    fun_prop
  have hR0 : R 0 = c := by
    rw [hR, show (0 : ℝ) ^ 2 * p + (c + 0 * b) ^ 2 = c ^ 2 by ring, Real.sqrt_sq hc.le]
  -- rationalising the root leaves a quotient that is continuous at `s = 0`
  have hN : Continuous fun s : ℝ =>
      (2 * b ^ 2 - p) * c ^ 2 + 2 * c * b * p * s - b ^ 2 * (p + b ^ 2) * s ^ 2 := by fun_prop
  have hD : Continuous fun s : ℝ => c ^ 2 * R s * (c ^ 2 + (c - s * b) * R s) := by fun_prop
  have hD0 : c ^ 2 * R 0 * (c ^ 2 + (c - 0 * b) * R 0) ≠ 0 := by
    rw [hR0, zero_mul, sub_zero]
    positivity
  have hv : (2 * b ^ 2 - p) / (2 * c ^ 3) =
      ((2 * b ^ 2 - p) * c ^ 2 + 2 * c * b * p * 0 - b ^ 2 * (p + b ^ 2) * 0 ^ 2)
        / (c ^ 2 * R 0 * (c ^ 2 + (c - 0 * b) * R 0)) := by
    rw [div_eq_div_iff (by positivity) hD0, hR0]
    ring
  rw [hv]
  refine (((hN.tendsto 0).div (hD.tendsto 0) hD0).mono_left nhdsWithin_le_nhds).congr' ?_
  have e1 : ∀ᶠ s in 𝓝 (0 : ℝ), 0 < R s :=
    (hRc.tendsto 0).eventually_const_lt (by rw [hR0]; exact hc)
  have e2 := (hD.tendsto 0).eventually_ne hD0
  filter_upwards [e1.filter_mono nhdsWithin_le_nhds, e2.filter_mono nhdsWithin_le_nhds,
    self_mem_nhdsWithin] with s h1 h2 hs
  have hs' : s ≠ 0 := hs
  have hsq : R s ^ 2 = s ^ 2 * p + (c + s * b) ^ 2 := by
    have h := h1
    rw [hR, Real.sqrt_pos] at h
    rw [hR, Real.sq_sqrt h.le]
  have key : 1 / R s - 1 / c + s * b / c ^ 2
      = (c ^ 2 - (c - s * b) * R s) / (c ^ 2 * R s) := by
    field_simp
    ring
  change ((2 * b ^ 2 - p) * c ^ 2 + 2 * c * b * p * s - b ^ 2 * (p + b ^ 2) * s ^ 2)
    / (c ^ 2 * R s * (c ^ 2 + (c - s * b) * R s)) = _
  rw [← hR, key, div_div, div_eq_div_iff h2 (by positivity)]
  linear_combination c ^ 2 * R s * (c - s * b) ^ 2 * hsq
```

The cancellation lemma holds for any one-particle function `f`.

```lean
/-- For a neutral set of charges, pair terms that split into one-particle parts cancel. -/
theorem neutral_sum {q : ι → ℝ} (hq : ∑ i, q i = 0) (f : ι → ℝ) :
    ∑ i, ∑ j, q i * q j * (f i + f j) = 0 := by
  have h : ∀ i, ∑ j, q i * q j * (f i + f j)
      = q i * f i * ∑ j, q j + q i * ∑ j, q j * f j := fun i => by
    rw [Finset.mul_sum, Finset.mul_sum, ← Finset.sum_add_distrib]
    exact Finset.sum_congr rfl fun j _ => by ring
  simp_rw [h, hq, mul_zero, zero_add]
  rw [← Finset.sum_mul, hq, zero_mul]
```

In the main limit, `h` sums the pair expansions and `hS` reduces the second order to dipole squares. The last use of `neutral_sum` removes orders zero and one.

```lean
/-- Image-dipole energy: for a neutral set of charges of size `s` centred at height `Z > 0`, the
image energy over `s²` tends to `-(D₁² + D₂² + 2 D₃²) / (16 Z³)` as `s → 0`, with `D` the dipole
moment at `s = 1`. -/
theorem imageEnergy_limit {Z : ℝ} (hZ : 0 < Z) {q : ι → ℝ} (hq : ∑ i, q i = 0)
    (d : ι → Fin 3 → ℝ) :
    Tendsto (fun s => imageEnergy q (placed Z s d) / s ^ 2) (𝓝[≠] 0)
      (𝓝 (-(dipole q d 0 ^ 2 + dipole q d 1 ^ 2 + 2 * dipole q d 2 ^ 2) / (16 * Z ^ 3))) := by
  have h := (tendsto_finsetSum Finset.univ fun i _ => tendsto_finsetSum Finset.univ fun j _ =>
    (inv_dist_expansion (show 0 < 2 * Z by positivity)
      ((d i 0 - d j 0) ^ 2 + (d i 1 - d j 1) ^ 2) (d i 2 + d j 2)).const_mul
        (q i * q j)).const_mul (-(1 / 2) : ℝ)
  have hsq : ∀ k, dipole q d k ^ 2 = ∑ i, ∑ j, q i * q j * (d i k * d j k) := fun k => by
    rw [dipole, sq, Finset.sum_mul_sum]
    exact Finset.sum_congr rfl fun i _ => Finset.sum_congr rfl fun j _ => by ring
  -- second order: only products of dipole components survive
  have hS : ∑ i, ∑ j, q i * q j * ((2 * (d i 2 + d j 2) ^ 2
      - ((d i 0 - d j 0) ^ 2 + (d i 1 - d j 1) ^ 2)) / (2 * (2 * Z) ^ 3))
      = (2 * dipole q d 0 ^ 2 + 2 * dipole q d 1 ^ 2 + 4 * dipole q d 2 ^ 2)
        / (16 * Z ^ 3) := by
    refine Eq.trans ?_ (add_zero _)
    rw [← neutral_sum hq fun i => (2 * d i 2 ^ 2 - d i 0 ^ 2 - d i 1 ^ 2) / (16 * Z ^ 3),
      hsq, hsq, hsq]
    simp only [Finset.mul_sum, ← Finset.sum_add_distrib, Finset.sum_div]
    exact Finset.sum_congr rfl fun i _ => Finset.sum_congr rfl fun j _ => by ring
  rw [hS] at h
  convert h.congr fun s => ?_ using 2
  · ring
  -- orders zero and one cancel by neutrality
  · rw [imageEnergy, mul_div_assoc]
    congr 1
    refine Eq.trans ?_ (add_zero _)
    rw [← neutral_sum hq fun i => (s * d i 2 / (2 * Z) ^ 2 - 1 / (4 * Z)) / s ^ 2]
    simp only [imageDist_placed, Finset.sum_div, ← Finset.sum_add_distrib]
    exact Finset.sum_congr rfl fun i _ => Finset.sum_congr rfl fun j _ => by ring
```

## The nucleus and its electron

With charges \(+1\) and \(-1\), the four terms of the double sum are two self-image terms and two equal cross terms. The condition `hs` keeps the electron above the surface, so that its self-image distance is \(2Z+2sd_2\).

```lean
/-- For a unit nucleus at height `Z > 0` and an electron above the surface, the sum over image
charges is the explicit one-electron formula. -/
theorem imageEnergy_atom {Z s : ℝ} (hZ : 0 < Z) (d : Fin 3 → ℝ) (hs : 0 < Z + s * d 2) :
    imageEnergy ![1, -1] (placed Z s ![0, d]) = atomEnergy Z d s := by
  have a1 : √(s ^ 2 * ((0 - 0) ^ 2 + (0 - 0) ^ 2) + (2 * Z + s * (0 + 0)) ^ 2) = 2 * Z :=
    (congrArg Real.sqrt (by ring)).trans (Real.sqrt_sq (by positivity : (0 : ℝ) ≤ 2 * Z))
  have a2 : √(s ^ 2 * ((d 0 - d 0) ^ 2 + (d 1 - d 1) ^ 2) + (2 * Z + s * (d 2 + d 2)) ^ 2)
      = 2 * Z + 2 * s * d 2 :=
    (congrArg Real.sqrt (by ring)).trans
      (Real.sqrt_sq (by linarith : (0 : ℝ) ≤ 2 * Z + 2 * s * d 2))
  have a3 : √(s ^ 2 * ((0 - d 0) ^ 2 + (0 - d 1) ^ 2) + (2 * Z + s * (0 + d 2)) ^ 2)
      = √(s ^ 2 * (d 0 ^ 2 + d 1 ^ 2) + (2 * Z + s * d 2) ^ 2) := congrArg Real.sqrt (by ring)
  have a4 : √(s ^ 2 * ((d 0 - 0) ^ 2 + (d 1 - 0) ^ 2) + (2 * Z + s * (d 2 + 0)) ^ 2)
      = √(s ^ 2 * (d 0 ^ 2 + d 1 ^ 2) + (2 * Z + s * d 2) ^ 2) := congrArg Real.sqrt (by ring)
  simp only [imageEnergy, imageDist_placed, Fin.sum_univ_two, Matrix.cons_val_zero,
    Matrix.cons_val_one, Matrix.cons_val_fin_one, Pi.zero_apply]
  rw [a1, a2, a3, a4, atomEnergy]
  ring
```

That condition holds for all sufficiently small \(s\), so the general limit carries over.

```lean
/-- For a nucleus at height `Z > 0` and an electron displaced by `s • d`, the image energy over `s²`
tends to `-(d₁² + d₂² + 2 d₃²) / (16 Z³)` as `s → 0`. -/
theorem atomEnergy_limit {Z : ℝ} (hZ : 0 < Z) (d : Fin 3 → ℝ) :
    Tendsto (fun s => atomEnergy Z d s / s ^ 2) (𝓝[≠] 0)
      (𝓝 (-(d 0 ^ 2 + d 1 ^ 2 + 2 * d 2 ^ 2) / (16 * Z ^ 3))) := by
  have h := imageEnergy_limit hZ (q := ![1, -1]) (by simp) ![0, d]
  have hd : ∀ k, dipole ![1, -1] ![0, d] k = -d k := fun k => by simp [dipole]
  simp only [hd, neg_sq] at h
  refine h.congr' ?_
  have hc : Continuous fun s : ℝ => Z + s * d 2 := by fun_prop
  have e : ∀ᶠ s in 𝓝 (0 : ℝ), 0 < Z + s * d 2 :=
    (hc.tendsto 0).eventually_const_lt (by simpa using hZ)
  filter_upwards [e.filter_mono nhdsWithin_le_nhds] with s hs
  rw [imageEnergy_atom hZ d hs]
```

## Large heights and the isotropic average

Scaling each distance scales the energy inversely.

```lean
/-- Coulomb scaling: stretching all positions by `c > 0` divides the image energy by `c`. -/
theorem imageEnergy_smul {c : ℝ} (hc : 0 < c) (q : ι → ℝ) (r : ι → Fin 3 → ℝ) :
    imageEnergy q (fun i => c • r i) = imageEnergy q r / c := by
  have h : ∀ x y : Fin 3 → ℝ, imageDist (c • x) (c • y) = c * imageDist x y := fun x y => by
    simp only [imageDist, Pi.smul_apply, smul_eq_mul]
    rw [show (c * x 0 - c * y 0) ^ 2 + (c * x 1 - c * y 1) ^ 2 + (c * x 2 + c * y 2) ^ 2
      = c ^ 2 * ((x 0 - y 0) ^ 2 + (x 1 - y 1) ^ 2 + (x 2 + y 2) ^ 2) by ring,
      Real.sqrt_mul (sq_nonneg c), Real.sqrt_sq hc.le]
  simp only [imageEnergy, h, Finset.mul_sum, Finset.sum_div]
  exact Finset.sum_congr rfl fun i _ => Finset.sum_congr rfl fun j _ => by ring
```

The substitution \(s=1/Z\) in the limit at unit height then gives the long-range law.

```lean
/-- Long-range law: for a neutral set of charges of fixed size, `Z³` times the image energy tends
to minus the surface coefficient of its dipole as the height `Z` grows. -/
theorem imageEnergy_long_range {q : ι → ℝ} (hq : ∑ i, q i = 0) (d : ι → Fin 3 → ℝ) :
    Tendsto (fun Z => Z ^ 3 * imageEnergy q (placed Z 1 d)) atTop
      (𝓝 (-surfaceCoeff (dipole q d))) := by
  have t : Tendsto (fun Z : ℝ => Z⁻¹) atTop (𝓝[≠] 0) :=
    tendsto_nhdsWithin_iff.mpr ⟨tendsto_inv_atTop_zero,
      (eventually_gt_atTop 0).mono fun Z hZ => (inv_pos.mpr hZ).ne'⟩
  have hv : -surfaceCoeff (dipole q d) = -(dipole q d 0 ^ 2 + dipole q d 1 ^ 2
      + 2 * dipole q d 2 ^ 2) / (16 * 1 ^ 3) := by
    rw [surfaceCoeff]
    ring
  rw [hv]
  refine ((imageEnergy_limit one_pos hq d).comp t).congr' ?_
  filter_upwards [eventually_gt_atTop 0] with Z hZ
  -- a distant system is a small system at unit height, stretched by `Z`
  have e : placed Z 1 d = fun i => Z • placed 1 Z⁻¹ d i := by
    funext i k
    fin_cases k <;> simp [placed, hZ.ne']
    field_simp
  rw [e, imageEnergy_smul hZ]
  change imageEnergy q (placed 1 Z⁻¹ d) / Z⁻¹ ^ 2 = _
  generalize imageEnergy q (placed 1 Z⁻¹ d) = E
  field_simp
```

The measure `μ` stands for the electron's distribution about the nucleus. Hypothesis `h` requires finite second moments; `hiso` says that the normal direction carries one third of \(\langle r^2\rangle\), as in a spherical state.

```lean
/-- `C₃ = ⟨r²⟩ / 12`: the surface coefficient averaged over a distribution `μ` of electron
displacements with finite second moments, the one along the normal being `⟨r²⟩ / 3`. -/
theorem isotropic_C3 (μ : Measure (Fin 3 → ℝ)) (h : ∀ k, Integrable (fun r => r k ^ 2) μ)
    (hiso : ∫ r, r 2 ^ 2 ∂μ = (∫ r, (r 0 ^ 2 + r 1 ^ 2 + r 2 ^ 2) ∂μ) / 3) :
    ∫ r, surfaceCoeff r ∂μ = (∫ r, (r 0 ^ 2 + r 1 ^ 2 + r 2 ^ 2) ∂μ) / 12 := by
  have hI : Integrable (fun r : Fin 3 → ℝ => r 0 ^ 2 + r 1 ^ 2 + r 2 ^ 2) μ :=
    ((h 0).add (h 1)).add (h 2)
  have e : ∫ r, surfaceCoeff r ∂μ
      = ((∫ r, (r 0 ^ 2 + r 1 ^ 2 + r 2 ^ 2) ∂μ) + ∫ r, r 2 ^ 2 ∂μ) / 16 := by
    rw [← integral_add hI (h 2), ← integral_div]
    congr 1
    funext r
    rw [surfaceCoeff]
    ring
  rw [e]
  linarith

end

end ImageDipole
```

The average is taken of the limiting coefficient. Identifying it with the long-range coefficient of a quantum atom's mean image energy needs a further step: exchanging the average with the limit of large \(Z\), including a treatment of density tails that reach the surface.

```lean
#print axioms ImageDipole.imageEnergy_atom
#print axioms ImageDipole.atomEnergy_limit
#print axioms ImageDipole.imageEnergy_long_range
#print axioms ImageDipole.isotropic_C3
```

```
'ImageDipole.imageEnergy_atom' depends on axioms: [propext, Classical.choice, Quot.sound]
'ImageDipole.atomEnergy_limit' depends on axioms: [propext, Classical.choice, Quot.sound]
'ImageDipole.imageEnergy_long_range' depends on axioms: [propext, Classical.choice, Quot.sound]
'ImageDipole.isotropic_C3' depends on axioms: [propext, Classical.choice, Quot.sound]
```
